# For nodeless radial solutions, a logarithmic derivative that starts no lower in the higher potential stays no lower

To find the energy at which a non-relativistic radial wave function in a fixed potential meets a prescribed boundary condition at a sphere radius, one integrates outward at a trial energy, compares the logarithmic derivative at the sphere with the fixed target, and raises the energy if the value is too high. The direction of that correction is right as long as the solutions have no node on the interval of integration and their starting logarithmic derivative does not rise with energy, because the value at the sphere then falls strictly.

```lean
import Mathlib

open Set

namespace RiccatiComparison

/-- The function `L` obeys the Riccati equation `L' = V - L²` on the interval `[a, b]`. -/
def SolvesRiccati (V L : ℝ → ℝ) (a b : ℝ) : Prop :=
  ∀ x ∈ Icc a b, HasDerivWithinAt L (V x - L x ^ 2) (Icc a b) x

/-- The radial function `u` with slope `p` obeys `u'' = V u` on `[a, b]`,
written as the first-order system `u' = p`, `p' = V u`. -/
def SolvesRadial (V u p : ℝ → ℝ) (a b : ℝ) : Prop :=
  ∀ x ∈ Icc a b, HasDerivWithinAt u (p x) (Icc a b) x ∧
    HasDerivWithinAt p (V x * u x) (Icc a b) x

variable {V₁ V₂ L M : ℝ → ℝ} {a b : ℝ}

/-- The logarithmic derivative `u'/u` of a radial solution without nodes on `[a, b]`
obeys the Riccati equation with the same potential. -/
theorem riccati_of_radial {V u p : ℝ → ℝ} (h : SolvesRadial V u p a b)
    (hu : ∀ x ∈ Icc a b, u x ≠ 0) :
    SolvesRiccati V (fun x => p x / u x) a b := by
  intro x hx
  have h2 : u x ^ 2 ≠ 0 := pow_ne_zero 2 (hu x hx)
  -- the quotient rule, simplified with the radial equation
  have key : (V x * u x * u x - p x * p x) / u x ^ 2 = V x - (p x / u x) ^ 2 := by
    rw [div_pow, div_eq_iff h2, sub_mul, div_mul_cancel₀ _ h2]
    ring
  exact ((h x hx).2.fun_div (h x hx).1 (hu x hx)).congr_deriv key

/-- Every continuous function on `[a, b]` has a primitive there; its exponential
will serve as integrating factor. -/
theorem exists_primitive {s : ℝ → ℝ} (hab : a ≤ b) (hs : ContinuousOn s (Icc a b)) :
    ∃ P : ℝ → ℝ, ∀ x ∈ Icc a b, HasDerivWithinAt P (s x) (Icc a b) x := by
  -- extend `s` by constants outside the interval and integrate
  have hc : Continuous (fun t : ℝ => s (projIcc a b hab t)) :=
    hs.comp_continuous (continuous_subtype_val.comp continuous_projIcc)
      (fun t => (projIcc a b hab t).2)
  refine ⟨fun x => ∫ t in a..x, s (projIcc a b hab t), fun x hx => ?_⟩
  have h := (hc.integral_hasStrictDerivAt a x).hasDerivAt.hasDerivWithinAt (s := Icc a b)
  have key : s (projIcc a b hab x) = s x := by rw [projIcc_of_mem hab hx]
  exact h.congr_deriv key

/-- Let `L` and `M` solve the Riccati equations with potentials `V₁` and `V₂` on `[a, b]`. If
`V₁ ≤ V₂` and `P' = L + M` there, the weighted gap `exp(P) (M - L)` between the two Riccati
solutions never decreases outward. -/
theorem weighted_gap_monotone {P : ℝ → ℝ}
    (hL : SolvesRiccati V₁ L a b) (hM : SolvesRiccati V₂ M a b)
    (hV : ∀ x ∈ Icc a b, V₁ x ≤ V₂ x)
    (hP : ∀ x ∈ Icc a b, HasDerivWithinAt P (L x + M x) (Icc a b) x) :
    MonotoneOn (fun x => Real.exp (P x) * (M x - L x)) (Icc a b) := by
  -- the quadratic terms cancel against the derivative of the weight
  have hd : ∀ x ∈ Icc a b, HasDerivWithinAt (fun x => Real.exp (P x) * (M x - L x))
      (Real.exp (P x) * (V₂ x - V₁ x)) (Icc a b) x := fun x hx =>
    ((hP x hx).exp.fun_mul ((hM x hx).fun_sub (hL x hx))).congr_deriv (by ring)
  exact monotoneOn_of_hasDerivWithinAt_nonneg (convex_Icc a b)
    (fun x hx => (hd x hx).continuousWithinAt)
    (fun x hx => (hd x (interior_subset hx)).mono interior_subset)
    (fun x hx => mul_nonneg (Real.exp_pos _).le
      (sub_nonneg.2 (hV x (interior_subset hx))))

/-- Riccati comparison: let `L` and `M` solve the Riccati equations with potentials `V₁` and `V₂` on
`[a, b]`. If `V₁ ≤ V₂` on `[a, b]` and `L(a) ≤ M(a)`, then `L ≤ M` on all of `[a, b]`. -/
theorem riccati_comparison
    (hL : SolvesRiccati V₁ L a b) (hM : SolvesRiccati V₂ M a b)
    (hV : ∀ x ∈ Icc a b, V₁ x ≤ V₂ x) (h0 : L a ≤ M a) :
    ∀ x ∈ Icc a b, L x ≤ M x := by
  intro x hx
  have hab : a ≤ b := hx.1.trans hx.2
  obtain ⟨P, hP⟩ := exists_primitive (s := fun x => L x + M x) hab
    (fun y hy => (hL y hy).continuousWithinAt.add (hM y hy).continuousWithinAt)
  have h : Real.exp (P a) * (M a - L a) ≤ Real.exp (P x) * (M x - L x) :=
    weighted_gap_monotone hL hM hV hP (left_mem_Icc.2 hab) hx hx.1
  have h1 : 0 ≤ Real.exp (P a) * (M a - L a) :=
    mul_nonneg (Real.exp_pos _).le (sub_nonneg.2 h0)
  exact sub_nonneg.1 ((mul_nonneg_iff_of_pos_left (Real.exp_pos (P x))).1 (h1.trans h))

/-- Let `L` and `M` solve the Riccati equations with potentials `V₁` and `V₂` on `[a, b]`. If
`V₁ ≤ V₂` on `[a, b]` and `L(a) < M(a)`, then `L < M` on all of `[a, b]`: the strict initial gap
does not close. -/
theorem riccati_comparison_strict
    (hL : SolvesRiccati V₁ L a b) (hM : SolvesRiccati V₂ M a b)
    (hV : ∀ x ∈ Icc a b, V₁ x ≤ V₂ x) (h0 : L a < M a) :
    ∀ x ∈ Icc a b, L x < M x := by
  intro x hx
  have hab : a ≤ b := hx.1.trans hx.2
  obtain ⟨P, hP⟩ := exists_primitive (s := fun x => L x + M x) hab
    (fun y hy => (hL y hy).continuousWithinAt.add (hM y hy).continuousWithinAt)
  have h : Real.exp (P a) * (M a - L a) ≤ Real.exp (P x) * (M x - L x) :=
    weighted_gap_monotone hL hM hV hP (left_mem_Icc.2 hab) hx hx.1
  have h1 : 0 < Real.exp (P a) * (M a - L a) :=
    mul_pos (Real.exp_pos _) (sub_pos.2 h0)
  exact sub_pos.1 ((mul_pos_iff_of_pos_left (Real.exp_pos (P x))).1 (h1.trans_le h))

/-- Equality case: let `L` and `M` solve the Riccati equations with potentials `V₁` and `V₂` on
`[a, b]`. For `a < b`, `V₁ ≤ V₂` on `[a, b]` and `L(a) ≤ M(a)`, the solutions agree at `b` exactly
when they agree at `a` and the potentials coincide on `[a, b]`. -/
theorem eq_at_end_iff (hab : a < b)
    (hL : SolvesRiccati V₁ L a b) (hM : SolvesRiccati V₂ M a b)
    (hV : ∀ x ∈ Icc a b, V₁ x ≤ V₂ x) (h0 : L a ≤ M a) :
    L b = M b ↔ L a = M a ∧ ∀ x ∈ Icc a b, V₁ x = V₂ x := by
  constructor
  · intro hb
    -- a gap at any point `x` would survive up to `b`
    have hLM : ∀ x ∈ Icc a b, L x = M x := by
      intro x hx
      refine le_antisymm (riccati_comparison hL hM hV h0 x hx) (not_lt.1 fun hlt => ?_)
      have hL' : SolvesRiccati V₁ L x b := fun y hy =>
        (hL y ⟨hx.1.trans hy.1, hy.2⟩).mono (Icc_subset_Icc_left hx.1)
      have hM' : SolvesRiccati V₂ M x b := fun y hy =>
        (hM y ⟨hx.1.trans hy.1, hy.2⟩).mono (Icc_subset_Icc_left hx.1)
      exact (riccati_comparison_strict hL' hM'
        (fun y hy => hV y ⟨hx.1.trans hy.1, hy.2⟩) hlt b (right_mem_Icc.2 hx.2)).ne hb
    refine ⟨hLM a (left_mem_Icc.2 hab.le), fun x hx => ?_⟩
    -- equal functions have equal derivatives, hence equal potentials
    have hu := uniqueDiffOn_Icc hab x hx
    have h1 := (hL x hx).congr (fun y hy => (hLM y hy).symm) (hLM x hx).symm
    have e := (h1.derivWithin hu).symm.trans ((hM x hx).derivWithin hu)
    rw [hLM x hx] at e
    linarith
  · rintro ⟨ha, hE⟩
    have hb := right_mem_Icc.2 hab.le
    exact le_antisymm (riccati_comparison hL hM hV h0 b hb)
      (riccati_comparison hM hL (fun x hx => (hE x hx).ge) ha.ge b hb)

/-- In atomic units, let `u₁`, `u₂` solve `u'' = 2 (W - E) u` at energies `E₁ < E₂` without
nodes on `[a, b]`, `a < b`. If the logarithmic derivative of `u₂` at `a` is not above that
of `u₁`, then at `b` it is strictly below. -/
theorem logDeriv_strictly_falls_with_energy {W u₁ p₁ u₂ p₂ : ℝ → ℝ} {E₁ E₂ : ℝ}
    (hab : a < b) (hE : E₁ < E₂)
    (h₁ : SolvesRadial (fun x => 2 * (W x - E₁)) u₁ p₁ a b)
    (h₂ : SolvesRadial (fun x => 2 * (W x - E₂)) u₂ p₂ a b)
    (hu₁ : ∀ x ∈ Icc a b, u₁ x ≠ 0) (hu₂ : ∀ x ∈ Icc a b, u₂ x ≠ 0)
    (h0 : p₂ a / u₂ a ≤ p₁ a / u₁ a) :
    p₂ b / u₂ b < p₁ b / u₁ b := by
  have r₁ := riccati_of_radial h₁ hu₁
  have r₂ := riccati_of_radial h₂ hu₂
  have hV : ∀ x ∈ Icc a b, 2 * (W x - E₂) ≤ 2 * (W x - E₁) := fun x _ => by linarith
  refine lt_of_le_of_ne (riccati_comparison r₂ r₁ hV h0 b (right_mem_Icc.2 hab.le)) ?_
  intro heq
  -- equality at `b` would force equal energies
  have e : 2 * (W a - E₂) = 2 * (W a - E₁) :=
    ((eq_at_end_iff hab r₂ r₁ hV h0).1 heq).2 a (left_mem_Icc.2 hab.le)
  linarith

/-- On `[1, 2]` the function `1/x` solves the Riccati equation with zero potential, and the
constant `1` solves it with unit potential. -/
theorem riccati_witness :
    SolvesRiccati (fun _ => 0) (fun x => x⁻¹) 1 2 ∧
      SolvesRiccati (fun _ => 1) (fun _ => 1) 1 2 := by
  constructor
  · intro x hx
    have hx0 : x ≠ 0 := (lt_of_lt_of_le one_pos hx.1).ne'
    have key : -(x ^ 2)⁻¹ = 0 - (x⁻¹) ^ 2 := by rw [inv_pow, zero_sub]
    exact ((hasDerivAt_inv hx0).congr_deriv key).hasDerivWithinAt
  · intro x _
    have key : (0 : ℝ) = 1 - 1 ^ 2 := by norm_num
    exact ((hasDerivAt_const x (1 : ℝ)).congr_deriv key).hasDerivWithinAt

end RiccatiComparison
```

```lean
#print axioms RiccatiComparison.riccati_of_radial
#print axioms RiccatiComparison.logDeriv_strictly_falls_with_energy
```

```
'RiccatiComparison.riccati_of_radial' depends on axioms: [propext, Classical.choice, Quot.sound]
'RiccatiComparison.logDeriv_strictly_falls_with_energy' depends on axioms: [propext, Classical.choice, Quot.sound]
```

## The radial problem and its Riccati equation

For a non-relativistic electron in a spherically symmetric potential, let $u(x)$ be the radial wave function multiplied by the radius $x$. In atomic units it obeys

$$u''(x) = 2\,(W(x)-E)\,u(x),$$

where $E$ is the energy and $W$ is the effective potential, including the centrifugal term $l(l+1)/(2x^2)$ for angular momentum $l$. Write $V = 2(W-E)$ and $p = u'$. The equation becomes the pair $u' = p$, $p' = Vu$, which is what `SolvesRadial V u p a b` says on the interval $[a,b]$.

The letter $V$ therefore stands for twice the effective potential measured from the energy. Raising the energy lowers $V$ everywhere.

Where $u$ has no zero, its logarithmic derivative $L = p/u$ satisfies

$$L' = \frac{p'u - p\,u'}{u^2} = \frac{Vu^2 - p^2}{u^2} = V - L^2 .$$

This first-order equation is `SolvesRiccati V L a b`. In both definitions the derivative is taken within the closed interval `Icc a b`, so for $a<b$ it is one-sided at the two ends.

Augmented-wave methods often use the dimensionless quantity $D = xR'/R$ with $R = u/x$. It is related to the present one by $D = xL - 1$, so at a given positive radius the two conventions order solutions in the same way.

## What the theorems say

`riccati_comparison` takes two functions with $L' = V_1 - L^2$ and $M' = V_2 - M^2$ on $[a,b]$. If $V_1 \le V_2$ at every point of the interval and $L(a) \le M(a)$, then $L \le M$ at every point. Continuity of the potentials is not assumed, but the equations must hold at every point. This excludes a potential with a jump inside the interval, such as a finite square well, because a derivative cannot have a jump. A step can be treated by applying the theorem on each side in turn, with the potential at the step given its limit from that side.

`riccati_comparison_strict` has the same hypotheses except that the initial inequality is strict, and its conclusion is strict throughout the interval.

`eq_at_end_iff` settles when the two solutions can agree at the outer end. For $a<b$, under the hypotheses of the first theorem, $L(b) = M(b)$ holds exactly when $L(a) = M(a)$ and $V_1 = V_2$ on all of $[a,b]$.

`logDeriv_strictly_falls_with_energy` is the version for wave functions. Two solutions $u_1$, $u_2$ belong to the same $W$ at energies $E_1 < E_2$, and neither has a node on $[a,b]$, with $a<b$. If $p_2(a)/u_2(a) \le p_1(a)/u_1(a)$, then $p_2(b)/u_2(b) < p_1(b)/u_1(b)$. The inequality is strict even when the starting values are equal. It compares two energies and gives no rate of change.

## Where it applies in electronic structure

In augmented-wave and multiple-scattering methods, the logarithmic derivative at a sphere boundary carries the information needed to join the inner solution to the outer one. The energy theorem gives the sign of its change with energy for one electron in a fixed spherical potential, over an interval without nodes, provided that the starting logarithmic derivative does not rise with energy. A potential that itself depends on energy does not fit the statement.

The absence of nodes is a real restriction. As $u_2$ approaches its first node from the inside, its logarithmic derivative falls to $-\infty$, and just beyond the node it restarts from $+\infty$. If $u_1$ is still nodeless there, the order of the two values has reversed. The condition on the higher-energy solution $u_2$ thus does real work.

The step left to the user is the start near the nucleus. A regular solution has $u(0)=0$, so the interval must begin at some $a>0$, and the ordering of the logarithmic derivatives at $a$ is assumed rather than derived from regularity at the origin.

## Why the gap keeps its sign

Let $G = M - L$. Subtracting the two Riccati equations gives

$$G' = V_2 - V_1 - (M^2 - L^2) = V_2 - V_1 - (L+M)\,G .$$

This is linear in $G$, with a coefficient that can have either sign. An integrating factor removes it. Since $L+M$ is continuous, it has a primitive $P$ with $P' = L+M$, and

$$\left(e^{P}G\right)' = e^{P}\left[(L+M)G + V_2 - V_1 - (L+M)G\right] = e^{P}(V_2 - V_1) \ge 0 .$$

The weighted gap never decreases outward, so for $x$ in $[a,b]$

$$e^{P(x)}G(x) \ge e^{P(a)}G(a) \ge 0 .$$

Dividing by the positive number $e^{P(x)}$ gives $G(x)\ge 0$, that is, $L(x) \le M(x)$. If $G(a)>0$, the same line gives $G(x)>0$.

When $L$ and $M$ come from nodeless wave functions $u_1$ and $u_2$, one may choose $P = \ln|u_1u_2|$. The weighted gap is then, up to an overall sign, the Wronskian $u_1u_2' - u_1'u_2$.

For the equality case, suppose $L(b) = M(b)$. If $L(x) < M(x)$ at some $x$, the strict comparison on $[x,b]$ would give $L(b) < M(b)$, a contradiction. Hence $L = M$ on the whole interval, their derivatives agree, and $V_1 = L' + L^2 = M' + M^2 = V_2$. Conversely, if the starting values and the potentials agree, the comparison applies in both directions and gives $L(b)\le M(b)$ and $M(b) \le L(b)$.

For the energy theorem, the higher energy has the lower potential:

$$2(W-E_2) < 2(W-E_1).$$

So $p_2/u_2$ takes the role of $L$ and $p_1/u_1$ that of $M$. The comparison gives $p_2(b)/u_2(b) \le p_1(b)/u_1(b)$. Equality would force the two potentials to coincide, hence $E_1 = E_2$, which is excluded.

## The same steps in Lean

`riccati_of_radial` is the quotient rule. Its `key` line is the simplification to $V - (p/u)^2$. The hypothesis $u \ne 0$ is used both there and in applying the quotient rule.

`exists_primitive` supplies $P$. It extends a continuous function beyond $[a,b]$ by its end values, using `projIcc`, and integrates from $a$. The fundamental theorem of calculus gives the derivative, and inside the interval the extension equals the original function.

`weighted_gap_monotone` contains the main calculation. The statement `hd` is the product rule for $e^P(M-L)$, and `ring` performs the cancellation of the quadratic terms. A Mathlib theorem then turns the nonnegative derivative into monotonicity.

In `riccati_comparison`, `h` compares the weighted gap at $a$ and at $x$, `h1` records that it is nonnegative at $a$, and the last line removes the positive exponential. The strict version changes only the sign facts.

In `eq_at_end_iff`, `hL'` and `hM'` restrict the two equations to $[x,b]$, and the strict comparison there yields `hLM`, the equality of $L$ and $M$ everywhere. To pass from equal functions to equal potentials, the proof uses `uniqueDiffOn_Icc`: on an interval of positive length, a function has at most one derivative at each point, the ends included.

`logDeriv_strictly_falls_with_energy` converts both wave functions with `riccati_of_radial`, then applies the comparison and the equality case with the roles of the two solutions exchanged, as above.

## A worked pair, and an interval of one point

`riccati_witness` gives a concrete pair on $[1,2]$: $L = 1/x$ with $V_1 = 0$, and $M = 1$ with $V_2 = 1$. They are the logarithmic derivatives of $u = x$ and $u = e^x$. Both equal $1$ at $x=1$, and at $x=2$ they are $1/2$ and $1$. With $P = x + \ln x$ the weighted gap is

$$x e^x\left(1 - \frac1x\right) = (x-1)e^x ,$$

whose derivative $xe^x$ is indeed $e^P(V_2 - V_1)$.

The smallest nonempty interval has $a = b$. A derivative within a single point places no condition on the functions, and `riccati_comparison` only returns its hypothesis $L(a)\le M(a)$. The equality criterion would fail there, since $L(a) = M(a)$ is compatible with $V_1(a) < V_2(a)$. The strict energy theorem would fail as well when the starting values are equal. Both therefore assume $a<b$: a difference in potential needs some distance over which to act.
